# The inverse BFGS update is the inverse of the direct BFGS update

## Question

Take two coordinates and the model Hessian $B=\operatorname{diag}(2,1)$, with inverse $H=\operatorname{diag}(\tfrac12,1)$. An optimiser makes the step $s=(1,1)^{\mathsf T}$ and finds the gradient changed by $y=(1,2)^{\mathsf T}$. With $\rho=1/(y^{\mathsf T}s)=\tfrac13$ and $I$ the identity matrix, the direct BFGS update

$$B_+=B-\frac{(Bs)(Bs)^{\mathsf T}}{s^{\mathsf T}Bs}+\rho\,yy^{\mathsf T}$$

gives $\operatorname{diag}(1,2)$, and the inverse update

$$H_+=(I-\rho\,sy^{\mathsf T})\,H\,(I-\rho\,ys^{\mathsf T})+\rho\,ss^{\mathsf T}$$

gives $\operatorname{diag}(1,\tfrac12)$, which is $B_+^{-1}$. I expect this in general: for real symmetric invertible $B$ with $H=B^{-1}$, $s^{\mathsf T}Bs\neq0$ and $y^{\mathsf T}s\neq0$, the matrix $H_+$ is the inverse of $B_+$. How is this stated and proved in Lean 4 with Mathlib, and what is each hypothesis for?

## Answer

### The two-dimensional case on one vector

Follow $v=(1,0)^{\mathsf T}$ through $H_+$ and then through $B_+$. The rightmost factor of $H_+$ gives $u=v-\rho(s^{\mathsf T}v)\,y=(\tfrac23,-\tfrac23)^{\mathsf T}$, which is orthogonal to $s$. Then $Hu=(\tfrac13,-\tfrac23)^{\mathsf T}$ and $y^{\mathsf T}Hu=-1$, so

$$H_+v=Hu+\tfrac13 s+\tfrac13 s=(1,0)^{\mathsf T},$$

where the first multiple of $s$ comes from the leftmost factor and the second from $\rho\,ss^{\mathsf T}$. Now $B_+=\operatorname{diag}(1,2)$ sends $s$ to $y$ and sends $Hu$ to $(\tfrac13,-\tfrac43)^{\mathsf T}=u-\tfrac13y$. The image of the first multiple of $s$ cancels this $-\tfrac13 y$, and the image of the second restores $u+\tfrac13y=v$. The step is not a unit vector: along $s/\sqrt2$ the model curvature $s^{\mathsf T}Bs/s^{\mathsf T}s$ and the observed curvature $y^{\mathsf T}s/s^{\mathsf T}s$ are both $\tfrac32$, and $B$ changes all the same because $Bs=(2,1)^{\mathsf T}\neq y$.

### Modelling choices

The coordinates are labelled by a finite type `n`. Vectors are functions `n → ℝ`, and $B$ and $H$ have type `Matrix n n ℝ`. The expression `B *ᵥ s` is $Bs$, `s ᵥ* B` is the row vector $s^{\mathsf T}B$, `y ⬝ᵥ s` is $y^{\mathsf T}s$, and `vecMulVec a b` is the outer product $ab^{\mathsf T}$ of vectors $a$ and $b$, with entries $a_ib_j$. The number $\rho$ has no name in the code and appears as `(y ⬝ᵥ s)⁻¹`.

In an optimisation, $s$ is the difference of two successive positions and $y$ the difference of the energy gradients there. In the code no energy function appears: $s$ and $y$ are arbitrary vectors, restricted only by the two non-vanishing conditions. No positivity is assumed either, so $B$ may be indefinite and $y^{\mathsf T}s$ may be negative.

The definition `bfgsDirect` writes the subtracted term as $(Bs)(s^{\mathsf T}B)/(s^{\mathsf T}Bs)$:

$$B_+=B-\frac{(Bs)(s^{\mathsf T}B)}{s^{\mathsf T}Bs}+\rho\,yy^{\mathsf T}.$$

For symmetric $B$ one has $s^{\mathsf T}B=(Bs)^{\mathsf T}$ and this is the formula of the question. In this form the algebra does not use symmetry, so the core theorem holds for any square $B$ and $H$ with $BH=I$, and symmetry enters only in passing to the form with $(Bs)(Bs)^{\mathsf T}$. The definition `bfgsInverse` is $H_+$ exactly as written in the question.

### Derivation by hand

**Action on a vector.** For vectors $a,b,c$, component $i$ of $(ab^{\mathsf T})c$ is $\sum_j a_ib_jc_j$, so $(ab^{\mathsf T})c=(b^{\mathsf T}c)\,a$. For any vector $w$ this gives

$$B_+w=Bw-\frac{s^{\mathsf T}Bw}{s^{\mathsf T}Bs}\,Bs+\rho\,(y^{\mathsf T}w)\,y.\tag{1}$$

For any vector $v$ put $u=(I-\rho\,ys^{\mathsf T})v=v-\rho(s^{\mathsf T}v)\,y$. Applying $H$, then the leftmost factor, and adding $\rho\,ss^{\mathsf T}v$ gives

$$H_+v=Hu-\rho\,(y^{\mathsf T}Hu)\,s+\rho\,(s^{\mathsf T}v)\,s.\tag{2}$$

**Secant equations.** Put $w=s$ in (1). The ratio in the second term is $1$ because $s^{\mathsf T}Bs\neq0$, and $\rho\,y^{\mathsf T}s=1$ because $y^{\mathsf T}s\ne0$, so

$$B_+s=Bs-Bs+y=y.\tag{3}$$

Put $v=y$ in (2). Then $u=y-y=0$ and $H_+y=\rho(s^{\mathsf T}y)\,s=s$, for any $H$.

**The product.** Let $BH=I$ and let $v$ be arbitrary. The vector $u$ is orthogonal to the step:

$$s^{\mathsf T}u=s^{\mathsf T}v-\rho\,(s^{\mathsf T}v)(s^{\mathsf T}y)=0.\tag{4}$$

Put $w=Hu$ in (1). Then $Bw=u$ and $s^{\mathsf T}Bw=s^{\mathsf T}u=0$, so

$$B_+Hu=u+\rho\,(y^{\mathsf T}Hu)\,y.\tag{5}$$

Apply $B_+$ to (2), using (5) on the first term and (3) on the other two:

$$B_+H_+v=u+\rho(y^{\mathsf T}Hu)\,y-\rho(y^{\mathsf T}Hu)\,y+\rho(s^{\mathsf T}v)\,y=u+\rho(s^{\mathsf T}v)\,y=v.$$

This holds for every $v$, so $B_+H_+=I$. For square matrices of finite size a right inverse is also a left inverse, so $H_+B_+=I$ and $B_+^{-1}=H_+$.

**The role of $s^{\mathsf T}Bs$.** The formula for $H_+$ does not contain this number, yet the invertibility of $H_+$ depends on it. Keep $BH=I$, hence $HB=I$, and $y^{\mathsf T}s\neq0$. If $s^{\mathsf T}Bs\neq0$, then $B_+$ is a left inverse of $H_+$, so $H_+$ is invertible. If $s^{\mathsf T}Bs=0$, put $v=Bs$ in (2): then $s^{\mathsf T}v=0$, $u=Bs$, $Hu=s$, and

$$H_+Bs=s-\rho\,(y^{\mathsf T}s)\,s+0=0.$$

An invertible $H_+$ would force $Bs=0$, then $s=HBs=0$ and $y^{\mathsf T}s=0$, a contradiction.

**Iteration.** Let $s_0,s_1,\dots$ be steps and $y_0,y_1,\dots$ gradient changes. Let $B_{k+1}$ be the direct update of $B_k$ and $H_{k+1}$ the inverse update of $H_k$, both with the pair $(s_k,y_k)$, starting from $B_0H_0=I$. If $B_kH_k=I$ and the numbers $s_k^{\mathsf T}B_ks_k$ and $y_k^{\mathsf T}s_k$ are nonzero, the product computation gives $B_{k+1}H_{k+1}=I$, and induction carries this through any number of steps.

### The Lean file

```lean
import Mathlib

open Matrix

namespace BFGSInverseUpdate

noncomputable section

variable {n : Type*} [Fintype n]

/-- Direct BFGS update of a Hessian model `B` with step `s` and gradient change `y`:
`B - B s sᵀ B / (sᵀ B s) + y yᵀ / (yᵀ s)`. -/
def bfgsDirect (B : Matrix n n ℝ) (s y : n → ℝ) : Matrix n n ℝ :=
  B - (s ⬝ᵥ B *ᵥ s)⁻¹ • vecMulVec (B *ᵥ s) (s ᵥ* B) + (y ⬝ᵥ s)⁻¹ • vecMulVec y y

/-- The outer product `a bᵀ` acts on a vector `c` as `(bᵀ c) a`. -/
theorem outer_mulVec (a b c : n → ℝ) : vecMulVec a b *ᵥ c = (b ⬝ᵥ c) • a := by
  ext i
  simp only [mulVec, dotProduct, vecMulVec_apply, Pi.smul_apply, smul_eq_mul, Finset.sum_mul]
  exact Finset.sum_congr rfl fun j _ => by ring

/-- Action of the direct update on a vector:
`B₊ w = B w - (sᵀ B w / sᵀ B s) B s + (yᵀ w / yᵀ s) y`. -/
theorem direct_mulVec (B : Matrix n n ℝ) (s y w : n → ℝ) :
    bfgsDirect B s y *ᵥ w =
      B *ᵥ w - ((s ⬝ᵥ B *ᵥ s)⁻¹ * (s ⬝ᵥ B *ᵥ w)) • (B *ᵥ s)
        + ((y ⬝ᵥ s)⁻¹ * (y ⬝ᵥ w)) • y := by
  simp only [bfgsDirect, add_mulVec, sub_mulVec, smul_mulVec, outer_mulVec, smul_smul,
    dotProduct_mulVec]

/-- Secant equation of the direct update: `B₊ s = y` when `sᵀ B s` and `yᵀ s` are nonzero. -/
theorem direct_secant (B : Matrix n n ℝ) (s y : n → ℝ) (hs : s ⬝ᵥ B *ᵥ s ≠ 0)
    (hy : y ⬝ᵥ s ≠ 0) : bfgsDirect B s y *ᵥ s = y := by
  rw [direct_mulVec, inv_mul_cancel₀ hs, inv_mul_cancel₀ hy]
  simp

variable [DecidableEq n]

/-- Inverse BFGS update of an inverse-Hessian model `H`:
`(I - ρ s yᵀ) H (I - ρ y sᵀ) + ρ s sᵀ` with `ρ = 1 / (yᵀ s)`. -/
def bfgsInverse (H : Matrix n n ℝ) (s y : n → ℝ) : Matrix n n ℝ :=
  (1 - (y ⬝ᵥ s)⁻¹ • vecMulVec s y) * H * (1 - (y ⬝ᵥ s)⁻¹ • vecMulVec y s)
    + (y ⬝ᵥ s)⁻¹ • vecMulVec s s

/-- Action of the inverse update on a vector: with `u = v - ρ (sᵀ v) y` one has
`H₊ v = H u - ρ (yᵀ H u) s + ρ (sᵀ v) s`. -/
theorem inverse_mulVec (H : Matrix n n ℝ) (s y v u : n → ℝ)
    (hu : u = v - ((y ⬝ᵥ s)⁻¹ * (s ⬝ᵥ v)) • y) :
    bfgsInverse H s y *ᵥ v =
      H *ᵥ u - ((y ⬝ᵥ s)⁻¹ * (y ⬝ᵥ H *ᵥ u)) • s + ((y ⬝ᵥ s)⁻¹ * (s ⬝ᵥ v)) • s := by
  subst hu
  simp only [bfgsInverse, add_mulVec, ← mulVec_mulVec, sub_mulVec, one_mulVec, smul_mulVec,
    outer_mulVec, smul_smul]

/-- Secant equation of the inverse update: `H₊ y = s` for any `H` when `yᵀ s` is nonzero. -/
theorem inverse_secant (H : Matrix n n ℝ) (s y : n → ℝ) (hy : y ⬝ᵥ s ≠ 0) :
    bfgsInverse H s y *ᵥ y = s := by
  have h1 : (y ⬝ᵥ s)⁻¹ * (s ⬝ᵥ y) = 1 := by
    rw [dotProduct_comm s y, inv_mul_cancel₀ hy]
  rw [inverse_mulVec H s y y 0 (by rw [h1]; simp), h1]
  simp

/-- For any square `B`, `H` with `B H = I`, and `sᵀ B s`, `yᵀ s` nonzero, the direct update
of `B` times the inverse update of `H` is the identity. -/
theorem direct_mul_inverse (B H : Matrix n n ℝ) (s y : n → ℝ) (hBH : B * H = 1)
    (hs : s ⬝ᵥ B *ᵥ s ≠ 0) (hy : y ⬝ᵥ s ≠ 0) :
    bfgsDirect B s y * bfgsInverse H s y = 1 := by
  refine Matrix.toLin'.injective (LinearMap.ext fun v => ?_)
  rw [toLin'_apply, toLin'_apply, one_mulVec, ← mulVec_mulVec]
  obtain ⟨u, hu⟩ : ∃ u, u = v - ((y ⬝ᵥ s)⁻¹ * (s ⬝ᵥ v)) • y := ⟨_, rfl⟩
  -- the projected vector `u = (I - ρ y sᵀ) v` is orthogonal to the step
  have hsu : s ⬝ᵥ u = 0 := by
    rw [hu, dotProduct_sub, dotProduct_smul, smul_eq_mul, dotProduct_comm s y,
      mul_right_comm, inv_mul_cancel₀ hy, one_mul, sub_self]
  have hBHu : B *ᵥ H *ᵥ u = u := by rw [mulVec_mulVec, hBH, one_mulVec]
  have hv : u + ((y ⬝ᵥ s)⁻¹ * (s ⬝ᵥ v)) • y = v := by rw [hu, sub_add_cancel]
  -- the secant equation turns each multiple of `s` into the same multiple of `y`
  rw [inverse_mulVec H s y v u hu, mulVec_add, mulVec_sub, mulVec_smul, mulVec_smul,
    direct_secant B s y hs hy, direct_mulVec, hBHu, hsu, mul_zero, zero_smul, sub_zero,
    add_sub_cancel_right]
  exact hv

/-- For real symmetric invertible `B` with `sᵀ B s` and `yᵀ s` nonzero, the inverse BFGS
update of `B⁻¹` is the two-sided inverse of
`B₊ = B - (B s)(B s)ᵀ / (sᵀ B s) + y yᵀ / (yᵀ s)`. -/
theorem bfgs_inverse_update (B Bnew : Matrix n n ℝ) (s y : n → ℝ) (hB : B.IsSymm)
    (hdet : IsUnit B.det) (hs : s ⬝ᵥ B *ᵥ s ≠ 0) (hy : y ⬝ᵥ s ≠ 0)
    (hnew : Bnew = B - (s ⬝ᵥ B *ᵥ s)⁻¹ • vecMulVec (B *ᵥ s) (B *ᵥ s)
      + (y ⬝ᵥ s)⁻¹ • vecMulVec y y) :
    Bnew * bfgsInverse B⁻¹ s y = 1 ∧ bfgsInverse B⁻¹ s y * Bnew = 1 ∧
      Bnew⁻¹ = bfgsInverse B⁻¹ s y := by
  -- symmetry gives `sᵀ B = (B s)ᵀ`
  have hsym : s ᵥ* B = B *ᵥ s := by rw [← mulVec_transpose, hB.eq]
  have hD : Bnew = bfgsDirect B s y := by rw [hnew, bfgsDirect, hsym]
  have h : Bnew * bfgsInverse B⁻¹ s y = 1 := by
    rw [hD]
    exact direct_mul_inverse B B⁻¹ s y (mul_nonsing_inv B hdet) hs hy
  exact ⟨h, mul_eq_one_comm.mp h, inv_eq_right_inv h⟩

/-- For `B H = I` and `yᵀ s` nonzero, the inverse update of `H` is an invertible matrix if
and only if `sᵀ B s` is nonzero. -/
theorem inverse_isUnit_iff (B H : Matrix n n ℝ) (s y : n → ℝ) (hBH : B * H = 1)
    (hy : y ⬝ᵥ s ≠ 0) : IsUnit (bfgsInverse H s y).det ↔ s ⬝ᵥ B *ᵥ s ≠ 0 := by
  constructor
  · intro hdet hs
    have hHB : H * B = 1 := mul_eq_one_comm.mp hBH
    have hHBs : H *ᵥ B *ᵥ s = s := by rw [mulVec_mulVec, hHB, one_mulVec]
    -- if `sᵀ B s = 0`, the inverse update annihilates `B s`
    have hker : bfgsInverse H s y *ᵥ B *ᵥ s = 0 := by
      rw [inverse_mulVec H s y (B *ᵥ s) (B *ᵥ s) (by rw [hs]; simp), hHBs, hs,
        inv_mul_cancel₀ hy]
      simp
    have hBs : B *ᵥ s = 0 := by
      calc B *ᵥ s = ((bfgsInverse H s y)⁻¹ * bfgsInverse H s y) *ᵥ B *ᵥ s := by
            rw [nonsing_inv_mul _ hdet, one_mulVec]
        _ = 0 := by rw [← mulVec_mulVec, hker, mulVec_zero]
    -- then `s = H B s = 0`, against `yᵀ s ≠ 0`
    have hs0 : s = 0 := by rw [← hHBs, hBs, mulVec_zero]
    exact hy (by rw [hs0, dotProduct_zero])
  · intro hs
    exact isUnit_det_of_left_inverse (direct_mul_inverse B H s y hBH hs hy)

/-- Hessian model after `k` direct BFGS updates with steps `s 0, s 1, …` and gradient
changes `y 0, y 1, …`. -/
def directIter (B : Matrix n n ℝ) (s y : ℕ → n → ℝ) : ℕ → Matrix n n ℝ
  | 0 => B
  | k + 1 => bfgsDirect (directIter B s y k) (s k) (y k)

/-- Inverse-Hessian model after `k` inverse BFGS updates with steps `s 0, s 1, …` and
gradient changes `y 0, y 1, …`. -/
def inverseIter (H : Matrix n n ℝ) (s y : ℕ → n → ℝ) : ℕ → Matrix n n ℝ
  | 0 => H
  | k + 1 => bfgsInverse (inverseIter H s y k) (s k) (y k)

/-- If `B₀ H₀ = I` and `sₖᵀ Bₖ sₖ`, `yₖᵀ sₖ` are nonzero in the first `m` steps, then the
direct and inverse recursions satisfy `Bₘ Hₘ = I`. -/
theorem directIter_mul_inverseIter (B H : Matrix n n ℝ) (s y : ℕ → n → ℝ) (hBH : B * H = 1)
    (m : ℕ) (hs : ∀ k < m, s k ⬝ᵥ directIter B s y k *ᵥ s k ≠ 0)
    (hy : ∀ k < m, y k ⬝ᵥ s k ≠ 0) :
    directIter B s y m * inverseIter H s y m = 1 := by
  induction m with
  | zero => exact hBH
  | succ m ih =>
    exact direct_mul_inverse _ _ (s m) (y m)
      (ih (fun k hk => hs k (by omega)) (fun k hk => hy k (by omega)))
      (hs m (by omega)) (hy m (by omega))

/-- For the symmetric `B = diag(2, 1)`, `H = diag(1/2, 1)`, `s = (1, 1)`, `y = (1, 2)` one has
`B H = I`, `sᵀ B s = yᵀ s = 3`, `B₊ = diag(1, 2)` and `H₊ = diag(1, 1/2)`. -/
theorem bfgs_witness :
    (!![2, 0; 0, 1] : Matrix (Fin 2) (Fin 2) ℝ).IsSymm ∧
    (!![2, 0; 0, 1] : Matrix (Fin 2) (Fin 2) ℝ) * !![1 / 2, 0; 0, 1] = 1 ∧
    ![1, 1] ⬝ᵥ (!![2, 0; 0, 1] : Matrix (Fin 2) (Fin 2) ℝ) *ᵥ ![1, 1] = 3 ∧
    (![1, 2] : Fin 2 → ℝ) ⬝ᵥ ![1, 1] = 3 ∧
    bfgsDirect !![2, 0; 0, 1] ![1, 1] ![1, 2] = !![1, 0; 0, 2] ∧
    bfgsInverse !![1 / 2, 0; 0, 1] ![1, 1] ![1, 2] = !![1, 0; 0, 1 / 2] := by
  refine ⟨?_, ?_, ?_, ?_, ?_, ?_⟩
  · exact Matrix.IsSymm.ext fun i j => by fin_cases i <;> fin_cases j <;> simp
  · ext i j
    fin_cases i <;> fin_cases j <;> simp [Matrix.mul_apply, Fin.sum_univ_two]
  · simp [mulVec, dotProduct, Fin.sum_univ_two]
    norm_num
  · simp [dotProduct, Fin.sum_univ_two]
    norm_num
  · ext i j
    simp only [bfgsDirect, Matrix.add_apply, Matrix.sub_apply, Matrix.smul_apply,
      vecMulVec_apply, mulVec, vecMul, dotProduct, Fin.sum_univ_two, smul_eq_mul]
    fin_cases i <;> fin_cases j <;> simp <;> norm_num
  · ext i j
    fin_cases i <;> fin_cases j <;>
      simp [bfgsInverse, Matrix.mul_apply, Matrix.one_apply, dotProduct,
        Fin.sum_univ_two] <;>
      norm_num

end

end BFGSInverseUpdate
```

```lean
#print axioms BFGSInverseUpdate.inverse_secant
#print axioms BFGSInverseUpdate.bfgs_inverse_update
#print axioms BFGSInverseUpdate.inverse_isUnit_iff
#print axioms BFGSInverseUpdate.directIter_mul_inverseIter
```

```
'BFGSInverseUpdate.inverse_secant' depends on axioms: [propext, Classical.choice, Quot.sound]
'BFGSInverseUpdate.bfgs_inverse_update' depends on axioms: [propext, Classical.choice, Quot.sound]
'BFGSInverseUpdate.inverse_isUnit_iff' depends on axioms: [propext, Classical.choice, Quot.sound]
'BFGSInverseUpdate.directIter_mul_inverseIter' depends on axioms: [propext, Classical.choice, Quot.sound]
```

### What the statements say

`bfgs_inverse_update` is the claim of the question. `hB : B.IsSymm` is $B^{\mathsf T}=B$, `hdet : IsUnit B.det` is $\det B\neq0$, and `hs` and `hy` are $s^{\mathsf T}Bs\neq0$ and $y^{\mathsf T}s\neq0$. The updated matrix is the variable `Bnew`, fixed by the equation `hnew`, which spells out the form with $(Bs)(Bs)^{\mathsf T}$, so the statement can be read without unfolding `bfgsDirect`. The conclusion has three parts, with $H=B^{-1}$: $B_+H_+=I$, $H_+B_+=I$ and $B_+^{-1}=H_+$.

`direct_mul_inverse` gives $B_+H_+=I$ for `bfgsDirect` and any $B$, $H$ with `B * H = 1`, without symmetry. `inverse_isUnit_iff` says that for $BH=I$ and $y^{\mathsf T}s\neq0$, $\det H_+\neq0$ if and only if $s^{\mathsf T}Bs\neq0$. `directIter_mul_inverseIter` says that $B_mH_m=I$ after $m$ updates, provided both conditions hold for $k=0,\dots,m-1$; the condition at step $k$ involves the current matrix `directIter B s y k`, and it is assumed at each step, not derived from the starting data. For $m=0$ the conclusion is the hypothesis $B_0H_0=I$. `bfgs_witness` confirms the data of the question: $B$ is symmetric, $BH=I$, $s^{\mathsf T}Bs=y^{\mathsf T}s=3$, $B_+=\operatorname{diag}(1,2)$ and $H_+=\operatorname{diag}(1,\tfrac12)$.

All of this is the algebra of the update formulas over exact real numbers in finite dimension. The theorems say nothing about positive definiteness of $B_+$ or $H_+$, line searches, convergence of the optimisation, rounding error or limited-memory variants. In a geometry or orbital optimisation with finitely many real parameters and exact arithmetic, the result allows the quasi-Newton direction $-B_k^{-1}g_k$, with $g_k$ the current energy gradient, to be computed as the product $-H_kg_k$ from the inverse recursion, without solving a linear system in $B_k$.

### How the proof follows the derivation

`outer_mulVec` is the rule $(ab^{\mathsf T})c=(b^{\mathsf T}c)\,a$, proved componentwise, with `ring` reordering each summand. `direct_mulVec` is (1): `simp only` distributes the product with $w$ over the three terms of $B_+$, applies the outer-product rule twice, and uses `dotProduct_mulVec` to identify $(s^{\mathsf T}B)w$ with $s^{\mathsf T}(Bw)$. `direct_secant` is (3), with `inv_mul_cancel₀` turning the two coefficients into $1$. `inverse_mulVec` is (2). It takes $u$ as a variable together with the equation `hu`, so that a caller can supply $u$ in simplified form: `inverse_secant` passes $u=0$, and `inverse_isUnit_iff` passes $u=Bs$. The equation $H_+y=s$ of `inverse_secant` is not used in the later proofs.

In `direct_mul_inverse`, the first two lines reduce the matrix equation to $B_+(H_+v)=v$ for an arbitrary $v$, by injectivity of `Matrix.toLin'`, the map from matrices to linear maps. Then `hsu` is (4), `hBHu` is $BHu=u$, and `hv` is $u+\rho(s^{\mathsf T}v)\,y=v$. The long rewrite runs through the product computation in order. It inserts (2), distributes $B_+$ over the three terms, replaces $B_+s$ by $y$, expands $B_+Hu$ by (1), and uses `hBHu` and `hsu` to reach (5). Finally `add_sub_cancel_right` removes the two terms $\pm\rho(y^{\mathsf T}Hu)\,y$, and `hv` closes the goal.

`bfgs_inverse_update` uses symmetry once, in `hsym`, which is $s^{\mathsf T}B=(Bs)^{\mathsf T}$, to identify `Bnew` with `bfgsDirect B s y`. `mul_nonsing_inv` supplies $BB^{-1}=I$, `mul_eq_one_comm` turns $B_+H_+=I$ into $H_+B_+=I$, and `inv_eq_right_inv` identifies $B_+^{-1}$. In `inverse_isUnit_iff`, the forward direction assumes $s^{\mathsf T}Bs=0$ and proves `hker` ($H_+Bs=0$), `hBs` ($Bs=0$, by multiplying with $H_+^{-1}$) and `hs0` ($s=0$), against `hy`; the reverse direction uses $B_+$ as a left inverse. The iteration theorem is an induction on $m$ with one call of `direct_mul_inverse` per step. The witness is checked entry by entry over the indices $0$ and $1$.

### One coordinate, and what fails without each hypothesis

The small cases below are worked on paper and were not put through Lean.

With one coordinate, $B=\beta$, $H=1/\beta$, $s$ and $y$ are numbers, and the hypotheses say that $\beta$, $s$ and $y$ are nonzero. Then $B_+=\beta-\beta+y/s=y/s$, both outer factors of $H_+$ vanish, and $H_+=s/y$. The old model is discarded and replaced by the secant slope; the vector $u$ is zero, so the cancellation in the product computation needs at least two coordinates to be visible.

Without $s^{\mathsf T}Bs\neq0$: take $B=H=\operatorname{diag}(1,-1)$, $s=(1,1)^{\mathsf T}$ and $y=(1,0)^{\mathsf T}$, so $s^{\mathsf T}Bs=0$ and $\rho=1$. The triple product in $H_+$ vanishes, and $H_+=ss^{\mathsf T}$, the matrix with all entries $1$, annihilates $Bs=(1,-1)^{\mathsf T}$. It is not the inverse of any matrix.

Without $y^{\mathsf T}s\neq0$: $\rho$ is undefined on paper. Lean sets $0^{-1}=0$, so for $B=H=I$, $s=(1,0)^{\mathsf T}$ and $y=(0,1)^{\mathsf T}$ the definitions return $B_+=\operatorname{diag}(0,1)$ and $H_+=I$, whose product is not $I$.

Without invertibility of $B$: take $B=\operatorname{diag}(1,0)$ and $s=y=(1,0)^{\mathsf T}$. Both scalar conditions hold, the two rank-one terms cancel, and $B_+=B$ is singular.

Without symmetry, in the form with $(Bs)(Bs)^{\mathsf T}$: take

$$B=\begin{pmatrix}1&1\\0&1\end{pmatrix},\qquad s=y=(0,1)^{\mathsf T},$$

so that $Bs=(1,1)^{\mathsf T}$, $s^{\mathsf T}B=(0,1)$ and $s^{\mathsf T}Bs=y^{\mathsf T}s=1$. The formula in `hnew` gives $\begin{pmatrix}0&0\\-1&1\end{pmatrix}$, which is singular. It still sends $s$ to $y$; the step that breaks is (5), because $(Bs)^{\mathsf T}Hu=s^{\mathsf T}B^{\mathsf T}Hu$ is no longer $s^{\mathsf T}u$. For the same data the form with $(Bs)(s^{\mathsf T}B)$ gives $B_+=I$, and the inverse update of $B^{-1}$ gives $H_+=I$, in agreement with `direct_mul_inverse`.
